# A flux-independent lower bound for the energy of same-spin free electrons on a ring, and when it is reached

**Q.** Take two same-spin free electrons of mass $m$ on a ring of radius $R$, with angular momenta $0$ and $1$ in units of $\hbar$. Without flux their energy is $0^2+1^2=1$ in units of $\hbar^2/(2mR^2)$. With half a flux quantum through the ring it is $\tfrac14+\tfrac14=\tfrac12$. Can another flux or another pair go lower?

**A.** No. Let $f$ be the flux in units of $h/e$, with its sign chosen so that an electron of angular momentum $k$ has energy $(k-f)^2$. For occupied integers $a<b$,

$$(a-f)^2+(b-f)^2=\frac{(b-a)^2+(a+b-2f)^2}{2}.$$

The Pauli principle forces $b-a\ge 1$, so the energy is at least $\tfrac12$. Equality needs neighbouring momenta and $f$ at their midpoint.

**Q.** And for $N$ electrons?

**A.** Let $S$ be the set of $N\ge1$ occupied integers, and write $E(S,f)=\sum_{k\in S}(k-f)^2$ and $F(N)=N(N^2-1)/12$. The claim is $E(S,f)\ge F(N)$.

For $N=1$ the bound is zero, and so it is for the empty set. For $N\ge2$, remove the lowest momentum $a$ and the highest $b$. Since $N$ distinct integers lie between them, inclusive, $b-a\ge N-1$, and the pair costs at least $(N-1)^2/2$. That is exactly the step in the bound:

$$F(N)-F(N-2)=\frac{6N^2-12N+6}{12}=\frac{(N-1)^2}{2}.$$

The remaining $N-2$ electrons cost at least $F(N-2)$ by induction, which gives the inequality.

**Q.** When is it an equality?

**A.** A gap in $S$ would make $b-a\ge N$, and the energy would exceed $F(N)$. So $S$ must be the block $a,a+1,\dots,a+N-1$, with mean $c=a+(N-1)/2$. The deviations from $c$ sum to zero, so

$$E(S,f)=\sum_{k\in S}(k-c)^2+N(c-f)^2,$$

$$\sum_{k\in S}(k-c)^2=\frac{(N-1)N(2N-1)}{6}-\frac{N(N-1)^2}{4}=F(N).$$

Equality therefore holds exactly when $S$ is consecutive and $f=c$. At $f=0$ this requires $N=1-2a$, which is odd; conversely, $N=2j+1$ works with $a=-j$. At $f=\tfrac12$ it requires $N=2-2a$, which is even; conversely, $N=2j$ works with $a=1-j$.

**Q.** Where would I meet this in an actual calculation?

**A.** In the free-electron model of a cyclic π system, which ignores electron repulsion and the atomic potential. Six π electrons put three in each spin channel. At zero flux they fill $-1,0,1$, with energy $2=F(3)$ per channel. Now take eight π electrons with four in each channel. Filling $-1,0,1,2$ costs $6$ at zero flux, while $F(4)=5$. As the flux is scanned, this filling has energy $5+4(\tfrac12-f)^2$ and comes down to $5$ at half a flux quantum.

**Q.** Now the Lean version. I suspect that it is about sums of squares and that the ring is decoration.

```lean
import Mathlib

open Complex

namespace FreeElectronRing

noncomputable section
```

**A.** The ring enters through an operator, the kinetic angular momentum.

```lean
/-- The kinetic angular momentum `-i d/dθ - f` (in units of `ħ`) on a ring threaded by `f` flux
quanta. -/
def kineticMomentum (f : ℝ) (ψ : ℝ → ℂ) : ℝ → ℂ :=
  fun θ => -I * deriv ψ θ - f * ψ θ
```

It acts on complex functions of a real angle. Periodicity is not demanded there; it enters through the orbitals, whose angular momentum `k` has type `ℤ`.

```lean
/-- The ring orbital `exp(ikθ)` of integer angular momentum `k`. -/
def orbital (k : ℤ) : ℝ → ℂ := fun θ => cexp (I * k * θ)
```

These are unnormalised. The normalised orbital is $e^{ik\theta}/\sqrt{2\pi}$, with the same eigenvalue.

**Q.** And the many-electron state?

**A.** It is represented by a `Finset ℤ`, a finite set of integers. A set cannot contain an element twice, which is the Pauli principle for one spin species. Note that `S` is a set of momenta here, not a spin.

```lean
/-- The energy, in units of `ħ²/(2mR²)`, of same-spin free electrons that occupy the set `S` of
angular momenta at flux `f`. -/
def ringEnergy (S : Finset ℤ) (f : ℝ) : ℝ := ∑ k ∈ S, ((k : ℝ) - f) ^ 2
```

**Q.** So the $N$-electron Hamiltonian never appears.

**A.** Correct, and that is the step you supply yourself: for non-interacting electrons, a Slater determinant of ring orbitals has the sum of its orbital energies. The definition takes that sum as its starting point.

```lean
/-- The number `N(N² - 1)/12`. -/
def energyFloor (N : ℕ) : ℝ := (N : ℝ) * ((N : ℝ) ^ 2 - 1) / 12
```

**Q.** Is `energyFloor` the ground-state energy?

**A.** Not at every flux. It is the lowest value over all fillings and all fluxes together. For even $N$ at zero flux, the ground state lies above it by $N/4$.

**Q.** What ties $(k-f)^2$ to the operator?

**A.** This theorem: applying the kinetic angular momentum twice to an orbital multiplies it by $(k-f)^2$.

```lean
/-- Each ring orbital is an eigenfunction of the squared kinetic angular momentum, with
eigenvalue `(k - f)²`. -/
theorem orbital_eigen (k : ℤ) (f : ℝ) :
    kineticMomentum f (kineticMomentum f (orbital k)) =
      fun θ => (((k : ℂ) - f) ^ 2) * orbital k θ := by
  have key : ∀ c : ℂ, kineticMomentum f (fun θ => c * orbital k θ) =
      fun θ => ((k : ℂ) - f) * (c * orbital k θ) := by
    intro c
    funext θ
    have h0 : HasDerivAt (fun t : ℝ => (t : ℂ)) ((1 : ℝ) : ℂ) θ :=
      HasDerivAt.ofReal_comp (hasDerivAt_id' θ)
    have h : HasDerivAt (fun t : ℝ => c * cexp (I * k * t))
        (c * (cexp (I * k * θ) * (I * k * ((1 : ℝ) : ℂ)))) θ :=
      ((h0.const_mul (I * k)).cexp).const_mul c
    simp only [kineticMomentum, orbital]
    rw [h.deriv]
    push_cast
    linear_combination (-(c * cexp (I * k * θ) * k)) * I_sq
  have h1 : kineticMomentum f (orbital k) = fun θ => ((k : ℂ) - f) * orbital k θ := by
    simpa using key 1
  rw [h1, key]
  funext θ
  ring
```

The inner claim `key` says that one application to `c * orbital k` gives a factor $k-f$. Differentiation produces $ik$, and $-i\cdot i=1$ does the rest. The claim is used first with $c=1$ and then with $c=k-f$.

**Q.** Then the pair removal from the two-electron case?

**A.** It is stated for any two different occupied momenta, with both the electron count and the energy tracked.

```lean
/-- Splitting off two different occupied orbitals `a` and `b` lowers the electron number by two
and the energy by `((b - a)² + (a + b - 2f)²)/2`. -/
theorem remove_pair {S : Finset ℤ} {a b : ℤ} (f : ℝ) (ha : a ∈ S) (hb : b ∈ S) (hab : a ≠ b) :
    S.card = ((S.erase a).erase b).card + 2 ∧
    ringEnergy S f = ringEnergy ((S.erase a).erase b) f
      + (((b : ℝ) - a) ^ 2 + ((a : ℝ) + b - 2 * f) ^ 2) / 2 := by
  have hb' : b ∈ S.erase a := Finset.mem_erase.2 ⟨hab.symm, hb⟩
  constructor
  · have h1 := Finset.card_erase_add_one ha
    have h2 := Finset.card_erase_add_one hb'
    omega
  · have h1 : ((a : ℝ) - f) ^ 2 + ringEnergy (S.erase a) f = ringEnergy S f :=
      Finset.add_sum_erase S (fun k : ℤ => ((k : ℝ) - f) ^ 2) ha
    have h2 : ((b : ℝ) - f) ^ 2 + ringEnergy ((S.erase a).erase b) f
        = ringEnergy (S.erase a) f :=
      Finset.add_sum_erase (S.erase a) (fun k : ℤ => ((k : ℝ) - f) ^ 2) hb'
    linear_combination -h1 - h2
```

Each `erase` takes one term out of the sum, and `linear_combination` rewrites the two removed squares as in the identity for two electrons. The matching step in the bound is next, with $n=N-2$.

```lean
lemma energyFloor_add_two (n : ℕ) :
    energyFloor (n + 2) = energyFloor n + ((n : ℝ) + 1) ^ 2 / 2 := by
  unfold energyFloor
  push_cast
  ring
```

The lowest and highest momenta come from a separate lemma. It places `S` inside the integer interval from $a$ to $b$ and compares sizes, which gives $N\le b-a+1$.

```lean
lemma exists_span {S : Finset ℤ} (hS : S.Nonempty) :
    ∃ a ∈ S, ∃ b ∈ S, (∀ k ∈ S, a ≤ k ∧ k ≤ b) ∧ (S.card : ℤ) ≤ b - a + 1 := by
  have hk : ∀ k ∈ S, S.min' hS ≤ k ∧ k ≤ S.max' hS :=
    fun k hk => ⟨S.min'_le k hk, S.le_max' k hk⟩
  refine ⟨S.min' hS, S.min'_mem hS, S.max' hS, S.max'_mem hS, hk, ?_⟩
  have h := Finset.card_le_card (fun k h => Finset.mem_Icc.2 (hk k h) :
    S ⊆ Finset.Icc (S.min' hS) (S.max' hS))
  rw [Int.card_Icc] at h
  have := (hk _ (S.max'_mem hS)).1
  omega
```

**Q.** So the inequality is now the induction you described?

**A.** Yes. It holds for every finite set `S` and every real `f`, with `S.card` as $N$.

```lean
/-- At any flux, `N` same-spin electrons on the ring have energy at least `N(N² - 1)/12`. -/
theorem energyFloor_le (S : Finset ℤ) (f : ℝ) : energyFloor S.card ≤ ringEnergy S f := by
  induction S using Finset.strongInduction with
  | H S ih =>
    rcases S.eq_empty_or_nonempty with h0 | hS
    · simp [h0, energyFloor, ringEnergy]
    obtain ⟨a, ha, b, hb, -, hw⟩ := exists_span hS
    by_cases hab : a = b
    · have hc : S.card = 1 := by
        have := hS.card_pos
        omega
      have h : 0 ≤ ringEnergy S f := Finset.sum_nonneg (fun k _ => sq_nonneg _)
      rw [hc]
      simpa [energyFloor] using h
    · -- the outermost pair pays for the step from N - 2 to N electrons
      obtain ⟨hc, hE⟩ := remove_pair f ha hb hab
      have h := ih ((S.erase a).erase b)
        ((Finset.erase_subset _ _).trans_ssubset (Finset.erase_ssubset ha))
      have hz : (((S.erase a).erase b).card : ℤ) + 1 ≤ b - a := by omega
      have hr : (((S.erase a).erase b).card : ℝ) + 1 ≤ (b : ℝ) - a := by exact_mod_cast hz
      have hsq := pow_le_pow_left₀ (by positivity) hr 2
      rw [hc, energyFloor_add_two, hE]
      nlinarith [sq_nonneg ((a : ℝ) + b - 2 * f)]
```

The induction runs over smaller subsets. If $a=b$ there is one electron and the bound is zero. Otherwise `hr` is the spacing estimate, `hsq` is its square, and `nlinarith` drops the non-negative term $(a+b-2f)^2$.

**Q.** How are consecutive momenta expressed?

**A.** As `Finset.Ico a (a + N)`, a half-open interval that contains $a$ and omits $a+N$. The first lemma peels off the top momentum of a block, and the second uses it to find the sum of the momenta, $Nc$.

```lean
lemma sum_block_succ (g : ℤ → ℝ) (a : ℤ) (n : ℕ) :
    ∑ k ∈ Finset.Ico a (a + ((n + 1 : ℕ) : ℤ)), g k
      = g (a + n) + ∑ k ∈ Finset.Ico a (a + (n : ℤ)), g k := by
  have hI : Finset.Ico a (a + ((n + 1 : ℕ) : ℤ))
      = insert (a + (n : ℤ)) (Finset.Ico a (a + (n : ℤ))) := by
    ext k
    simp only [Finset.mem_Ico, Finset.mem_insert]
    omega
  rw [hI, Finset.sum_insert (by simp)]

lemma block_sum (a : ℤ) (N : ℕ) :
    ∑ k ∈ Finset.Ico a (a + (N : ℤ)), (k : ℝ) = N * ((a : ℝ) + ((N : ℝ) - 1) / 2) := by
  induction N with
  | zero => simp
  | succ n ih =>
    rw [sum_block_succ (fun k : ℤ => (k : ℝ)), ih]
    push_cast
    ring
```

The energy of a block follows by the same induction on $N$, where the derivation above centred the sum instead.

```lean
/-- The energy of `N` consecutive occupied orbitals starting at `a` is `N(N² - 1)/12` plus
`N(a + (N - 1)/2 - f)²`. For `N ≥ 1` it is a parabola in the flux `f`, with its minimum at
`a + (N - 1)/2`. -/
theorem block_energy (a : ℤ) (N : ℕ) (f : ℝ) :
    ringEnergy (Finset.Ico a (a + (N : ℤ))) f
      = energyFloor N + N * ((a : ℝ) + ((N : ℝ) - 1) / 2 - f) ^ 2 := by
  unfold ringEnergy energyFloor
  induction N with
  | zero => simp
  | succ n ih =>
    rw [sum_block_succ (fun k : ℤ => ((k : ℝ) - f) ^ 2), ih]
    push_cast
    ring
```

**Q.** Does the equality theorem really say "consecutive with mean $f$", or something weaker?

**A.** It says exactly that, in both directions. For a nonempty `S`, the energy equals the bound if and only if `S` is such an interval for some integer `a` and `f` is the sum of the momenta divided by their number. Nonemptiness is assumed because an empty set has no mean.

```lean
/-- For `N ≥ 1` same-spin electrons, the energy equals `N(N² - 1)/12` exactly when the occupied
angular momenta are consecutive and their mean is the flux `f`. -/
theorem ringEnergy_eq_floor_iff {S : Finset ℤ} (hS : S.Nonempty) (f : ℝ) :
    ringEnergy S f = energyFloor S.card ↔
      (∃ a : ℤ, S = Finset.Ico a (a + (S.card : ℤ))) ∧ f = (∑ k ∈ S, (k : ℝ)) / S.card := by
  have hN : (0 : ℝ) < S.card := by exact_mod_cast hS.card_pos
  -- for a gapless filling only the centre of the parabola is left to compare
  have hblock : ∀ a : ℤ, S = Finset.Ico a (a + (S.card : ℤ)) →
      (ringEnergy S f = energyFloor S.card ↔ f = (∑ k ∈ S, (k : ℝ)) / S.card) := by
    intro a h
    have e := block_energy a S.card f
    have m := block_sum a S.card
    rw [← h] at e m
    rw [e, m, mul_div_cancel_left₀ _ hN.ne']
    constructor
    · intro hh
      have h1 : (S.card : ℝ) * ((a : ℝ) + ((S.card : ℝ) - 1) / 2 - f) ^ 2 = 0 := by linarith
      have h2 := (pow_eq_zero_iff two_ne_zero).1 ((mul_eq_zero.1 h1).resolve_left hN.ne')
      linarith
    · intro hh
      rw [hh]
      ring
  constructor
  · intro h
    have hex : ∃ a : ℤ, S = Finset.Ico a (a + (S.card : ℤ)) := by
      obtain ⟨a, ha, b, hb, hk, -⟩ := exists_span hS
      -- equality leaves no room for a gap between a and b
      have hspan : b - a + 1 ≤ (S.card : ℤ) := by
        by_cases hab : a = b
        · have := hS.card_pos
          omega
        · obtain ⟨hc, hE⟩ := remove_pair f ha hb hab
          have h' := energyFloor_le ((S.erase a).erase b) f
          rw [hc, energyFloor_add_two, hE] at h
          have hn : (0 : ℝ) ≤ (((S.erase a).erase b).card : ℝ) := Nat.cast_nonneg _
          have hsq : ((b : ℝ) - a) ^ 2 ≤ ((((S.erase a).erase b).card : ℝ) + 1) ^ 2 := by
            nlinarith [sq_nonneg ((a : ℝ) + b - 2 * f)]
          have hr : (b : ℝ) - a ≤ (((S.erase a).erase b).card : ℝ) + 1 :=
            le_of_not_gt fun hlt => by nlinarith
          have hz : b - a ≤ (((S.erase a).erase b).card : ℤ) + 1 := by exact_mod_cast hr
          omega
      refine ⟨a, Finset.eq_of_subset_of_card_le (fun k hkS => ?_) ?_⟩
      · have := hk k hkS
        exact Finset.mem_Ico.2 ⟨this.1, by omega⟩
      · rw [Int.card_Ico]
        omega
    obtain ⟨a, ha⟩ := hex
    exact ⟨⟨a, ha⟩, (hblock a ha).1 h⟩
  · rintro ⟨⟨a, ha⟩, hf⟩
    exact (hblock a ha).2 hf
```

The auxiliary claim `hblock` settles gapless fillings: the excess $N(c-f)^2$ vanishes only at $f=c$. For the forward direction, `hspan` excludes gaps. It removes the outer pair, applies the inequality to the remaining electrons, and concludes that $b-a$ is at most $N-1$. Then `S` sits inside a block of its own size, so it is that block.

**Q.** That concerns a given filling. I control the flux and the electron number.

**A.** Then you want the next statement. For $N\ge1$, some filling reaches the bound at flux $f$ exactly when $f=a+(N-1)/2$ for an integer $a$.

```lean
/-- For `N ≥ 1`, some filling by `N` same-spin electrons has energy `N(N² - 1)/12` at flux `f`
exactly when `f` differs from `(N - 1)/2` by an integer. -/
theorem floor_attained_iff {N : ℕ} (hN : 1 ≤ N) (f : ℝ) :
    (∃ S : Finset ℤ, S.card = N ∧ ringEnergy S f = energyFloor N) ↔
      ∃ a : ℤ, f = (a : ℝ) + ((N : ℝ) - 1) / 2 := by
  constructor
  · rintro ⟨S, rfl, h⟩
    have hpos : (0 : ℝ) < S.card := by exact_mod_cast hN
    obtain ⟨⟨a, ha⟩, hf⟩ := (ringEnergy_eq_floor_iff (Finset.card_pos.1 hN) f).1 h
    have m := block_sum a S.card
    rw [← ha] at m
    exact ⟨a, by rw [hf, m, mul_div_cancel_left₀ _ hpos.ne']⟩
  · rintro ⟨a, rfl⟩
    exact ⟨Finset.Ico a (a + (N : ℤ)), by simp, by rw [block_energy]; ring⟩
```

One direction reads $f$ off as the mean of the block, and the other exhibits the block starting at $a$.

**Q.** And zero flux?

**A.** The bound is attainable there exactly for odd $N$.

```lean
/-- At zero flux, `N ≥ 1` same-spin electrons can reach the energy `N(N² - 1)/12` exactly when `N`
is odd. -/
theorem zero_flux_iff_odd {N : ℕ} (hN : 1 ≤ N) :
    (∃ S : Finset ℤ, S.card = N ∧ ringEnergy S 0 = energyFloor N) ↔ Odd N := by
  rw [floor_attained_iff hN]
  constructor
  · rintro ⟨a, ha⟩
    have hr : 2 * (a : ℝ) + (N : ℝ) = 1 := by linarith
    have hz : 2 * a + (N : ℤ) = 1 := by exact_mod_cast hr
    exact Nat.odd_iff.2 (by omega)
  · rintro ⟨m, rfl⟩
    exact ⟨-(m : ℤ), by push_cast; ring⟩
```

The condition becomes the integer equation $2a+N=1$, and `omega` reads off the parity. For $N=2m+1$, where $m$ is the integer in the code and not the mass, the witness is $a=-m$, the symmetric filling from $-m$ to $m$. Half a flux quantum exchanges the roles of odd and even, through $2a+N=2$.

```lean
/-- At half a flux quantum, `N ≥ 1` same-spin electrons can reach the energy `N(N² - 1)/12` exactly
when `N` is even. -/
theorem half_flux_iff_even {N : ℕ} (hN : 1 ≤ N) :
    (∃ S : Finset ℤ, S.card = N ∧ ringEnergy S (1 / 2) = energyFloor N) ↔ Even N := by
  rw [floor_attained_iff hN]
  constructor
  · rintro ⟨a, ha⟩
    have hr : 2 * (a : ℝ) + (N : ℝ) = 2 := by linarith
    have hz : 2 * a + (N : ℤ) = 2 := by exact_mod_cast hr
    exact Nat.even_iff.2 (by omega)
  · rintro ⟨m, rfl⟩
    exact ⟨1 - (m : ℤ), by push_cast; ring⟩

end

end FreeElectronRing
```

**Q.** So for an even number of same-spin electrons at zero flux, no choice of orbitals reaches the bound.

**A.** None. The theorem says so for the ring orbitals. Any other $N$-electron state on the ring is a superposition of such fillings, and its mean energy is a weighted average of theirs, so it stays above the bound too. With two electrons, the best zero-flux energy is the $1$ you started from, and half a flux quantum brings it down to $\tfrac12$.

```lean
#print axioms FreeElectronRing.orbital_eigen
#print axioms FreeElectronRing.ringEnergy_eq_floor_iff
#print axioms FreeElectronRing.zero_flux_iff_odd
#print axioms FreeElectronRing.half_flux_iff_even
```

```
'FreeElectronRing.orbital_eigen' depends on axioms: [propext, Classical.choice, Quot.sound]
'FreeElectronRing.ringEnergy_eq_floor_iff' depends on axioms: [propext, Classical.choice, Quot.sound]
'FreeElectronRing.zero_flux_iff_odd' depends on axioms: [propext, Classical.choice, Quot.sound]
'FreeElectronRing.half_flux_iff_even' depends on axioms: [propext, Classical.choice, Quot.sound]
```
